# The Debye energy at fixed cutoff follows a T⁴ law at low temperature, with an exponentially small correction

For a fixed cutoff \(W>0\), the Debye energy

\[
U(T)=\int_0^W \frac{w^3}{e^{w/T}-1}\,dw
\]

satisfies \(U(T)/T^4\to\pi^4/15\) as \(T\to0^+\). Here \(w\) is the mode frequency, \(T\) the temperature, \(\hbar=k_B=1\), and the constant prefactor of the density of states is dropped. A common derivation replaces the upper limit \(W/T\) of the rescaled integral by infinity. But the Debye model has no modes above the cutoff. How much energy does that replacement add, and could it leave a correction in some power of \(T\)?

## The added energy is exponentially small in W/T

There is no power-law correction. With \(y=W/T\) and \(P(u)=u^3+3u^2+6u+6\), the deficit \(\pi^4/15-U/T^4\) is asymptotically \(P(y)e^{-y}\), and it has an exact series.

Substituting \(x=w/T\) gives

\[
U=T^4\int_0^{y}\frac{x^3}{e^x-1}\,dx .
\]

The deficit is therefore the integral over \(x>y\), once the full integral is known. For \(x>0\), the Bose factor is a geometric series:

\[
\frac1{e^x-1}=\frac{e^{-x}}{1-e^{-x}}=\sum_{n\ge0}e^{-(n+1)x}.
\]

Since \(P-P'=u^3\), the derivative of \(-P(u)e^{-u}\) is \(u^3e^{-u}\). Rescaling by \(u=ax\) with \(a>0\) gives, for \(y\ge0\),

\[
\int_y^\infty x^3e^{-ax}\,dx=\frac{P(ay)\,e^{-ay}}{a^4}.
\]

Set \(a=n+1\). The Taylor series of the exponential gives \(P(u)\le 6e^u\) for \(u\ge0\), so these positive integrals are at most \(6/(n+1)^4\). Their sum converges, and sum and integral may be exchanged:

\[
\int_y^\infty\frac{x^3}{e^x-1}\,dx=\sum_{n\ge0}\frac{P((n+1)y)\,e^{-(n+1)y}}{(n+1)^4}.
\]

At \(y=0\) this is \(6\zeta(4)=6\cdot\pi^4/90=\pi^4/15\). Subtracting the part above \(y=W/T\) shows that the series equals \(\pi^4/15-U/T^4\).

All terms are positive, so the first one is a lower bound. For \(m=n+1\ge1\), comparing coefficients gives \(P(my)\le m^4P(y)\), and summing the remaining geometric series gives the upper bound:

\[
P(y)e^{-y}\le\frac{\pi^4}{15}-\frac{U}{T^4}\le\frac{P(y)e^{-y}}{1-e^{-y}}.
\]

As \(T\to0^+\), \(y\to\infty\) and both bounds vanish, which is the \(T^4\) law. Dividing by \(P(y)e^{-y}\) squeezes the ratio to 1.

In a calculation at \(T=W/10\), the first term is \(1366\,e^{-10}\approx0.062\), against \(\pi^4/15\approx6.494\): the pure \(T^4\) formula is about 1% too high. At \(T=W/20\) the excess is about three parts in a million.

At the other extreme, \(W=0\) leaves no modes. Then \(U=0\), and the series correctly gives the whole of \(\pi^4/15\) as deficit. The limit law thus needs \(W\ne0\).

## What the theorems say about a crystal

`debyeEnergy W T` is the integral \(U\), `cutoffPoly` is \(P\), and `cutoffTerm y n` is the series term above, with `n` starting at zero. `HasSum` says that a series converges to the stated value. The filter `𝓝[>] 0` means that \(T\) approaches zero through positive values, while \(W\) stays fixed.

- `hasSum_deficit` is the exact expansion, for \(W\ge0\) and \(T>0\).
- `deficit_bounds` gives the two inequalities, for \(W,T>0\).
- `debye_low_temperature` is the limit, and `deficit_asymptotic` is the leading correction, both for \(W>0\).

The positive cutoff is the highest frequency in the Debye model, where it is chosen to give the crystal's finite number of modes; it need not equal the highest frequency of the real crystal. The step to a real crystal is the assumption that its vibrations are harmonic with a density of states proportional to \(w^2\) up to \(W\). Within that model, the result gives the low-temperature thermal energy of lattice vibrations, up to the dropped prefactor and without the zero-point part. In a real crystal the density of states departs from \(w^2\) below the cutoff; a \(w^4\) term in it, for example, adds a \(T^6\) term to the energy. The absence of power-law corrections is thus a property of the model. The familiar \(T^3\) law concerns the heat capacity, \(dU/dT\); a limit of \(U/T^4\) alone does not determine the limit of a derivative.

```lean
import Mathlib

open Set Filter MeasureTheory
open scoped Real Topology

namespace DebyeLowTemperature

noncomputable section

/-- Debye energy with cutoff frequency `W` at temperature `T > 0`, in units with `ħ = k_B = 1`
and without the constant prefactor of the density of states. -/
def debyeEnergy (W T : ℝ) : ℝ := ∫ w in (0 : ℝ)..W, w ^ 3 / (Real.exp (w / T) - 1)

/-- The polynomial `u³ + 3u² + 6u + 6` that multiplies the Boltzmann factor of the cutoff. -/
def cutoffPoly (u : ℝ) : ℝ := u ^ 3 + 3 * u ^ 2 + 6 * u + 6

/-- The term with Boltzmann factor `exp (-(n + 1) y)` in the cutoff correction, where `y` is the
ratio of cutoff to temperature. -/
def cutoffTerm (y : ℝ) (n : ℕ) : ℝ :=
  cutoffPoly (((n : ℝ) + 1) * y) * Real.exp (-(((n : ℝ) + 1) * y)) / ((n : ℝ) + 1) ^ 4

/-- For `T > 0` the Debye energy is `T⁴` times a dimensionless integral up to `W / T`. -/
theorem debyeEnergy_scaling (W : ℝ) {T : ℝ} (hT : 0 < T) :
    debyeEnergy W T = T ^ 4 * ∫ x in (0 : ℝ)..(W / T), x ^ 3 / (Real.exp x - 1) := by
  have h : ∀ w : ℝ, w ^ 3 / (Real.exp (w / T) - 1)
      = T ^ 3 * ((w / T) ^ 3 / (Real.exp (w / T) - 1)) := by
    intro w
    have h3 : T ^ 3 * (w / T) ^ 3 = w ^ 3 := by
      rw [← mul_pow, mul_div_cancel₀ _ hT.ne']
    rw [← mul_div_assoc, h3]
  have hs := intervalIntegral.integral_comp_div (a := 0) (b := W)
    (fun x : ℝ => x ^ 3 / (Real.exp x - 1)) hT.ne'
  simp only [zero_div, smul_eq_mul] at hs
  unfold debyeEnergy
  rw [intervalIntegral.integral_congr (fun w _ => h w), intervalIntegral.integral_const_mul, hs]
  ring

/-- For `x > 0` the Bose factor times any constant `c` is the sum over `n` of `c` times the
Boltzmann factor `exp (-(n + 1) x)`. -/
theorem hasSum_bose (c : ℝ) {x : ℝ} (hx : 0 < x) :
    HasSum (fun n : ℕ => c * Real.exp (-(((n : ℝ) + 1) * x))) (c / (Real.exp x - 1)) := by
  have hr : Real.exp (-x) < 1 := Real.exp_lt_one_iff.mpr (by linarith)
  have hE : Real.exp x * Real.exp (-x) = 1 := by
    rw [← Real.exp_add, add_neg_cancel, Real.exp_zero]
  have h1 : Real.exp x - 1 ≠ 0 := (sub_pos.mpr (Real.one_lt_exp_iff.mpr hx)).ne'
  have h := (hasSum_geometric_of_lt_one (Real.exp_pos (-x)).le hr).mul_left (c * Real.exp (-x))
  have hf : (fun n : ℕ => c * Real.exp (-(((n : ℝ) + 1) * x)))
      = fun n : ℕ => c * Real.exp (-x) * Real.exp (-x) ^ n := by
    funext n
    have e : -(((n : ℝ) + 1) * x) = -x + (n : ℝ) * (-x) := by ring
    rw [e, Real.exp_add, Real.exp_nat_mul, mul_assoc]
  have hv : c / (Real.exp x - 1) = c * Real.exp (-x) * (1 - Real.exp (-x))⁻¹ := by
    rw [← div_eq_mul_inv, div_eq_div_iff h1 (sub_pos.mpr hr).ne']
    linear_combination (-c) * hE
  rw [hf, hv]
  exact h

/-- The cutoff polynomial times the Boltzmann factor vanishes for large argument. -/
theorem tendsto_cutoffPoly :
    Tendsto (fun u => cutoffPoly u * Real.exp (-u)) atTop (𝓝 0) := by
  have t := fun n : ℕ => Real.tendsto_pow_mul_exp_neg_atTop_nhds_zero n
  have h := (((t 3).add ((t 2).const_mul 3)).add ((t 1).const_mul 6)).add ((t 0).const_mul 6)
  have h0 : (0 : ℝ) + 3 * 0 + 6 * 0 + 6 * 0 = 0 := by norm_num
  rw [h0] at h
  exact h.congr (fun u => by simp only [cutoffPoly]; ring)

/-- For `a > 0` and `y ≥ 0` the function `x³ exp (-a x)` is integrable above `y`, with an
elementary integral. -/
theorem integral_boltzmann {a y : ℝ} (ha : 0 < a) (hy : 0 ≤ y) :
    IntegrableOn (fun x => x ^ 3 * Real.exp (-(a * x))) (Ioi y) ∧
    ∫ x in Ioi y, x ^ 3 * Real.exp (-(a * x))
      = cutoffPoly (a * y) * Real.exp (-(a * y)) / a ^ 4 := by
  -- the antiderivative for a = 1
  have hF : ∀ u : ℝ, HasDerivAt (fun u => -(cutoffPoly u * Real.exp (-u)))
      (u ^ 3 * Real.exp (-u)) u := by
    intro u
    have hp : HasDerivAt cutoffPoly (3 * u ^ 2 + 6 * u + 6) u := by
      have h := (((hasDerivAt_pow 3 u).fun_add ((hasDerivAt_pow 2 u).const_mul 3)).fun_add
        ((hasDerivAt_id' u).const_mul 6)).add_const 6
      exact h.congr_deriv (by norm_num; ring)
    have he := (hasDerivAt_id' u).fun_neg.exp
    exact (hp.fun_mul he).fun_neg.congr_deriv (by unfold cutoffPoly; ring)
  -- rescaling gives the antiderivative for general a
  have hd : ∀ x ∈ Ici y, HasDerivAt
      (fun x => -(cutoffPoly (a * x) * Real.exp (-(a * x))) / a ^ 4)
      (x ^ 3 * Real.exp (-(a * x))) x := by
    intro x _
    have h1 : HasDerivAt (fun x => a * x) a x := by
      simpa using (hasDerivAt_id' x).const_mul a
    exact (((hF (a * x)).comp x h1).div_const (a ^ 4)).congr_deriv (by
      rw [div_eq_iff (by positivity)]; ring)
  have hl : Tendsto (fun x => -(cutoffPoly (a * x) * Real.exp (-(a * x))) / a ^ 4)
      atTop (𝓝 0) := by
    have h := (tendsto_cutoffPoly.comp (tendsto_id.const_mul_atTop ha)).neg.div_const (a ^ 4)
    rw [neg_zero, zero_div] at h
    exact h
  have hpos : ∀ x ∈ Ioi y, 0 ≤ x ^ 3 * Real.exp (-(a * x)) := by
    intro x hx
    have : 0 ≤ x := hy.trans (le_of_lt hx)
    positivity
  refine ⟨integrableOn_Ioi_deriv_of_nonneg' hd hpos hl, ?_⟩
  rw [integral_Ioi_of_hasDerivAt_of_nonneg' hd hpos hl]
  ring

/-- For `y ≥ 0` the dimensionless energy of the modes above `y` is the sum of the cutoff terms. -/
theorem hasSum_tail {y : ℝ} (hy : 0 ≤ y) :
    HasSum (cutoffTerm y) (∫ x in Ioi y, x ^ 3 / (Real.exp x - 1)) := by
  have hi := fun n : ℕ => integral_boltzmann (a := (n : ℝ) + 1) (by positivity) hy
  have hz : Summable (fun n : ℕ => 6 * (1 / ((n : ℝ) + 1) ^ 4)) := by
    have h := ((hasSum_nat_add_iff' 1).mpr hasSum_zeta_four).summable
    exact Summable.mul_left 6 (by simpa using h)
  -- each term is at most 6 / (n + 1)⁴, by the cubic Taylor bound on exp
  have hsum : Summable (cutoffTerm y) := by
    refine Summable.of_nonneg_of_le (fun n => ?_) (fun n => ?_) hz
    · unfold cutoffTerm cutoffPoly
      positivity
    · have hu : 0 ≤ ((n : ℝ) + 1) * y := by positivity
      unfold cutoffTerm
      generalize ((n : ℝ) + 1) * y = u at hu ⊢
      have h := Real.sum_le_exp_of_nonneg hu 4
      norm_num [Finset.sum_range_succ, Nat.factorial] at h
      have hP : cutoffPoly u ≤ 6 * Real.exp u := by unfold cutoffPoly; linarith
      have h6 : cutoffPoly u * Real.exp (-u) ≤ 6 := by
        calc cutoffPoly u * Real.exp (-u) ≤ 6 * Real.exp u * Real.exp (-u) :=
              mul_le_mul_of_nonneg_right hP (Real.exp_pos _).le
          _ = 6 := by rw [mul_assoc, ← Real.exp_add, add_neg_cancel, Real.exp_zero, mul_one]
      rw [mul_one_div]
      gcongr
  have hn : ∀ n : ℕ, ∫ x in Ioi y, ‖x ^ 3 * Real.exp (-(((n : ℝ) + 1) * x))‖
      = cutoffTerm y n := by
    intro n
    refine (setIntegral_congr_fun measurableSet_Ioi (fun x hx => ?_)).trans (hi n).2
    have : 0 ≤ x := hy.trans (le_of_lt hx)
    exact Real.norm_of_nonneg (by positivity)
  -- exchange of sum and integral
  have h := hasSum_integral_of_summable_integral_norm (μ := volume.restrict (Ioi y))
    (F := fun (n : ℕ) (x : ℝ) => x ^ 3 * Real.exp (-(((n : ℝ) + 1) * x)))
    (fun n => (hi n).1) (by simpa only [hn] using hsum)
  have he : ∫ x in Ioi y, ∑' n : ℕ, x ^ 3 * Real.exp (-(((n : ℝ) + 1) * x))
      = ∫ x in Ioi y, x ^ 3 / (Real.exp x - 1) :=
    setIntegral_congr_fun measurableSet_Ioi
      (fun x hx => (hasSum_bose (x ^ 3) (lt_of_le_of_lt hy hx)).tsum_eq)
  have hf : cutoffTerm y = fun n : ℕ => ∫ x in Ioi y, x ^ 3 * Real.exp (-(((n : ℝ) + 1) * x)) :=
    funext fun n => (hi n).2.symm
  rw [← he, hf]
  exact h

/-- Exact low-temperature expansion: for `W ≥ 0` and `T > 0`, the amount by which `U / T⁴` falls
short of `π⁴ / 15` is the sum of the cutoff terms at `W / T`. -/
theorem hasSum_deficit {W T : ℝ} (hW : 0 ≤ W) (hT : 0 < T) :
    HasSum (cutoffTerm (W / T)) (π ^ 4 / 15 - debyeEnergy W T / T ^ 4) := by
  have hy : 0 ≤ W / T := div_nonneg hW hT.le
  -- the integral without a cutoff is the series at zero, which is 6 ζ(4)
  have hfull : ∫ x in Ioi (0 : ℝ), x ^ 3 / (Real.exp x - 1) = π ^ 4 / 15 := by
    have hz : HasSum (fun n : ℕ => 1 / ((n : ℝ) + 1) ^ 4) (π ^ 4 / 90) := by
      simpa using (hasSum_nat_add_iff' 1).mpr hasSum_zeta_four
    have h0 : cutoffTerm 0 = fun n : ℕ => 6 * (1 / ((n : ℝ) + 1) ^ 4) := by
      funext n
      simp [cutoffTerm, cutoffPoly, div_eq_mul_inv]
    have h := hasSum_tail (le_refl (0 : ℝ))
    rw [h0] at h
    rw [h.unique (hz.mul_left 6)]
    ring
  -- a non-zero integral belongs to an integrable function
  have hint : IntegrableOn (fun x : ℝ => x ^ 3 / (Real.exp x - 1)) (Ioi 0) := by
    by_contra hc
    have h0 := hfull.symm.trans (integral_undef hc)
    have : 0 < π ^ 4 / 15 := by positivity
    exact this.ne' h0
  have hsplit : (∫ x in (0 : ℝ)..(W / T), x ^ 3 / (Real.exp x - 1))
      + ∫ x in Ioi (W / T), x ^ 3 / (Real.exp x - 1) = π ^ 4 / 15 := by
    have hdis : Disjoint (Ioc 0 (W / T)) (Ioi (W / T)) :=
      Set.disjoint_left.mpr fun x hx hx' => not_lt_of_ge hx.2 hx'
    rw [intervalIntegral.integral_of_le hy, ← setIntegral_union hdis measurableSet_Ioi
      (hint.mono_set Ioc_subset_Ioi_self) (hint.mono_set (Ioi_subset_Ioi hy)),
      Ioc_union_Ioi_eq_Ioi hy, hfull]
  have hU : π ^ 4 / 15 - debyeEnergy W T / T ^ 4
      = ∫ x in Ioi (W / T), x ^ 3 / (Real.exp x - 1) := by
    rw [debyeEnergy_scaling W hT, mul_div_cancel_left₀ _ (pow_ne_zero 4 hT.ne')]
    linarith
  rw [hU]
  exact hasSum_tail hy

/-- For `W, T > 0` the deficit of `U / T⁴` lies between its first term and that term divided by
`1 - exp (-W / T)`. -/
theorem deficit_bounds {W T : ℝ} (hW : 0 < W) (hT : 0 < T) :
    cutoffPoly (W / T) * Real.exp (-(W / T)) ≤ π ^ 4 / 15 - debyeEnergy W T / T ^ 4 ∧
    π ^ 4 / 15 - debyeEnergy W T / T ^ 4
      ≤ cutoffPoly (W / T) * Real.exp (-(W / T)) / (1 - Real.exp (-(W / T))) := by
  have hs := hasSum_deficit hW.le hT
  have hy : 0 < W / T := div_pos hW hT
  generalize W / T = y at hs hy ⊢
  constructor
  · have h := le_hasSum hs 0 (fun n _ => by unfold cutoffTerm cutoffPoly; positivity)
    simpa [cutoffTerm] using h
  · have hE : Real.exp y * Real.exp (-y) = 1 := by
      rw [← Real.exp_add, add_neg_cancel, Real.exp_zero]
    have h1 : Real.exp y - 1 ≠ 0 := (sub_pos.mpr (Real.one_lt_exp_iff.mpr hy)).ne'
    have h2 : 1 - Real.exp (-y) ≠ 0 :=
      (sub_pos.mpr (Real.exp_lt_one_iff.mpr (by linarith))).ne'
    have hg : cutoffPoly y * Real.exp (-y) / (1 - Real.exp (-y))
        = cutoffPoly y / (Real.exp y - 1) := by
      rw [div_eq_div_iff h2 h1]
      linear_combination cutoffPoly y * hE
    rw [hg]
    -- compare with a geometric series, term by term
    refine hasSum_le (fun n => ?_) hs (hasSum_bose (cutoffPoly y) hy)
    have hm : (1 : ℝ) ≤ (n : ℝ) + 1 := by linarith [Nat.cast_nonneg (α := ℝ) n]
    unfold cutoffTerm
    generalize (n : ℝ) + 1 = m at hm ⊢
    have hm0 : 0 < m := by linarith
    have a3 : m ^ 3 ≤ m ^ 4 := pow_le_pow_right₀ hm (by norm_num)
    have a2 : m ^ 2 ≤ m ^ 4 := pow_le_pow_right₀ hm (by norm_num)
    have a1 : m ^ 1 ≤ m ^ 4 := pow_le_pow_right₀ hm (by norm_num)
    have a0 : 1 ≤ m ^ 4 := one_le_pow₀ hm
    have hP : cutoffPoly (m * y) ≤ cutoffPoly y * m ^ 4 := by
      unfold cutoffPoly
      nlinarith [mul_le_mul_of_nonneg_right a3 (pow_pos hy 3).le,
        mul_le_mul_of_nonneg_right a2 (pow_pos hy 2).le, mul_le_mul_of_nonneg_right a1 hy.le]
    rw [div_le_iff₀ (by positivity)]
    calc cutoffPoly (m * y) * Real.exp (-(m * y))
        ≤ cutoffPoly y * m ^ 4 * Real.exp (-(m * y)) :=
          mul_le_mul_of_nonneg_right hP (Real.exp_pos _).le
      _ = cutoffPoly y * Real.exp (-(m * y)) * m ^ 4 := by ring

/-- For a fixed positive cutoff, the ratio of cutoff to temperature diverges as `T → 0⁺`. -/
theorem tendsto_cutoff_ratio {W : ℝ} (hW : 0 < W) :
    Tendsto (fun T : ℝ => W / T) (𝓝[>] 0) atTop := by
  simpa only [div_eq_mul_inv] using tendsto_inv_nhdsGT_zero.const_mul_atTop hW

/-- Debye low-temperature law: for fixed cutoff `W > 0`, `U(T) / T⁴` tends to `π⁴ / 15` as
`T → 0⁺`. -/
theorem debye_low_temperature {W : ℝ} (hW : 0 < W) :
    Tendsto (fun T => debyeEnergy W T / T ^ 4) (𝓝[>] 0) (𝓝 (π ^ 4 / 15)) := by
  have hlow := tendsto_cutoffPoly.comp (tendsto_cutoff_ratio hW)
  have hden := (Real.tendsto_exp_neg_atTop_nhds_zero.comp (tendsto_cutoff_ratio hW)).const_sub 1
  have hup := hlow.div hden (by norm_num)
  rw [sub_zero, zero_div] at hup
  -- the deficit is squeezed to zero
  have hm : Tendsto (fun T => π ^ 4 / 15 - debyeEnergy W T / T ^ 4) (𝓝[>] 0) (𝓝 0) := by
    refine tendsto_of_tendsto_of_tendsto_of_le_of_le' hlow hup ?_ ?_
    · filter_upwards [self_mem_nhdsWithin] with T hT
      exact (deficit_bounds hW hT).1
    · filter_upwards [self_mem_nhdsWithin] with T hT
      exact (deficit_bounds hW hT).2
  have h : Tendsto (fun T => π ^ 4 / 15 - (π ^ 4 / 15 - debyeEnergy W T / T ^ 4)) (𝓝[>] 0)
      (𝓝 (π ^ 4 / 15 - 0)) := hm.const_sub (π ^ 4 / 15)
  simpa only [sub_sub_cancel, sub_zero] using h

/-- Leading correction: for fixed `W > 0`, the ratio of the deficit of `U / T⁴` to
`cutoffPoly (W / T) * exp (-W / T)` tends to one as `T → 0⁺`. -/
theorem deficit_asymptotic {W : ℝ} (hW : 0 < W) :
    Tendsto (fun T => (π ^ 4 / 15 - debyeEnergy W T / T ^ 4)
      / (cutoffPoly (W / T) * Real.exp (-(W / T)))) (𝓝[>] 0) (𝓝 1) := by
  have hden := (Real.tendsto_exp_neg_atTop_nhds_zero.comp (tendsto_cutoff_ratio hW)).const_sub 1
  have hup := (tendsto_const_nhds (x := (1 : ℝ))).div hden (by norm_num)
  rw [sub_zero, div_one] at hup
  have hpos : ∀ T : ℝ, 0 < T → 0 < cutoffPoly (W / T) * Real.exp (-(W / T)) := by
    intro T hT
    unfold cutoffPoly
    positivity
  refine tendsto_of_tendsto_of_tendsto_of_le_of_le' tendsto_const_nhds hup ?_ ?_
  · filter_upwards [self_mem_nhdsWithin] with T hT
    rw [le_div_iff₀ (hpos T hT), one_mul]
    exact (deficit_bounds hW hT).1
  · filter_upwards [self_mem_nhdsWithin] with T hT
    rw [div_le_iff₀ (hpos T hT)]
    refine (deficit_bounds hW hT).2.trans (le_of_eq ?_)
    simp only [Pi.div_apply, Function.comp_apply]
    ring

end

end DebyeLowTemperature
```

```lean
#print axioms DebyeLowTemperature.debye_low_temperature
-- 'DebyeLowTemperature.debye_low_temperature' depends on axioms: [propext, Classical.choice, Quot.sound]
#print axioms DebyeLowTemperature.deficit_asymptotic
-- 'DebyeLowTemperature.deficit_asymptotic' depends on axioms: [propext, Classical.choice, Quot.sound]
```

## From the Boltzmann integrals to the squeeze

`debyeEnergy_scaling` performs the substitution. `hasSum_bose` is the geometric series times a constant `c`; it serves once with \(c=x^3\) and once, in the upper bound, with \(c=P(y)\).

`integral_boltzmann` differentiates the antiderivative and uses `tendsto_cutoffPoly` for its vanishing at infinity. Because the integrand is nonnegative, this yields both integrability and the value. `hasSum_tail` proves the bound \(6/(n+1)^4\) and then exchanges sum and integral with `hasSum_integral_of_summable_integral_norm`.

`hasSum_deficit` evaluates the series at zero with Mathlib's `hasSum_zeta_four` and splits the half-line at \(W/T\). The split needs integrability, which follows from the value just found: Lean assigns zero to the integral of a non-integrable function, and \(\pi^4/15\) is not zero.

In `deficit_bounds`, `le_hasSum` picks out the first term, and `hasSum_le` compares the series term by term with the geometric one; `nlinarith` supplies \(P(my)\le m^4P(y)\). `tendsto_cutoff_ratio` sends \(W/T\) to infinity, and the last two theorems apply the squeeze to the deficit and to its ratio with \(P(y)e^{-y}\).
